# A Floquet solution with |λ| ≠ 1 carries no current in a chain with real potential and real energy

When a transfer-matrix calculation counts the open channels of a periodic lead, it sorts the solutions at a given energy by their Floquet multiplier λ, the factor gained over one period, and leaves out those with |λ| ≠ 1. For a non-interacting chain with one orbital per site and uniform nearest-neighbour hopping, the result below supports that step: such a solution, taken alone, has zero current on every bond. In a semi-infinite lead the solution that grows away from the device is excluded, so a growing and a decaying solution cannot combine there to carry current.

```lean
import Mathlib

open ComplexConjugate

namespace EvanescentCurrent

noncomputable section
```

## Real V and real E: no source or sink

The state is a function ψ : ℤ → ℂ, with no normalisation required, and it satisfies

ψ(j+1) + ψ(j−1) + V(j) ψ(j) = E ψ(j) for all j.

A real V means that no site absorbs or emits particles; a real E means that the state neither decays nor grows in time. In Lean both are built into the types, `V : ℤ → ℝ` and `E : ℝ`.

```lean
/-- The stationary Schrödinger equation of a chain with unit hopping, real on-site
potential `V` and real energy `E`. -/
def IsStationary (V : ℤ → ℝ) (E : ℝ) (ψ : ℤ → ℂ) : Prop :=
  ∀ j, ψ (j + 1) + ψ (j - 1) + (V j : ℂ) * ψ j = (E : ℂ) * ψ j
```

The current on the bond from j to j+1 is

J(j) = Im(conj ψ(j) ψ(j+1)).

With hopping +1 and ħ = 1, the probability current to the right is −2J(j); the constant factor affects neither conservation nor vanishing.

```lean
/-- The imaginary part of `conj (ψ j) * ψ (j + 1)`, used as the current on the bond from site `j` to
site `j + 1`. For hopping `+1` and `ħ = 1`, the probability current to the right is `-2` times this
value. -/
def current (ψ : ℤ → ℂ) (j : ℤ) : ℝ := (conj (ψ j) * ψ (j + 1)).im
```

For two states φ and ψ, the flux form is

K(j) = conj φ(j) ψ(j+1) − conj φ(j+1) ψ(j).

```lean
/-- The flux form of two states on the bond from `j` to `j + 1`: a lattice Wronskian with
the first state conjugated. -/
def flux (φ ψ : ℤ → ℂ) (j : ℤ) : ℂ :=
  conj (φ j) * ψ (j + 1) - conj (φ (j + 1)) * ψ j
```

If φ = ψ, the second term is the complex conjugate of the first, so K(j) = 2i J(j).

```lean
/-- The flux form of a state with itself is `2i` times its current. -/
theorem flux_self (ψ : ℤ → ℂ) (j : ℤ) :
    flux ψ ψ j = ((2 * current ψ j : ℝ) : ℂ) * Complex.I := by
  apply Complex.ext <;> simp [flux, current] <;> ring
```

Let φ and ψ solve the equation with the same V and E. At site i+1, the equation for ψ and the conjugated equation for φ read

ψ(i+2) + ψ(i) = (E − V(i+1)) ψ(i+1),

conj φ(i+2) + conj φ(i) = (E − V(i+1)) conj φ(i+1).

The second line uses that V and E are real. Multiply the first by conj φ(i+1) and the second by ψ(i+1), then subtract. The right-hand sides cancel, leaving

K(i+1) − K(i) = 0.

In the proof, `Complex.conj_ofReal` is where reality enters, and `linear_combination` performs the multiplication and subtraction. Induction over the integers in both directions then links any two bonds.

```lean
/-- The flux form of two stationary states of the same energy is the same on all bonds. -/
theorem flux_const {V : ℤ → ℝ} {E : ℝ} {φ ψ : ℤ → ℂ}
    (hφ : IsStationary V E φ) (hψ : IsStationary V E ψ) (j k : ℤ) :
    flux φ ψ j = flux φ ψ k := by
  -- one step along the chain: the real potential and energy cancel
  have step : ∀ i, flux φ ψ (i + 1) = flux φ ψ i := by
    intro i
    have h1 := hψ (i + 1)
    have h2 := congrArg (starRingEnd ℂ) (hφ (i + 1))
    simp only [map_add, map_mul, Complex.conj_ofReal, add_sub_cancel_right] at h1 h2
    unfold flux
    linear_combination conj (φ (i + 1)) * h1 - ψ (i + 1) * h2
  have all : ∀ i, flux φ ψ i = flux φ ψ 0 := by
    intro i
    refine Int.induction_on i rfl (fun n ih => (step _).trans ih) (fun n ih => ?_)
    have h := step (-(n : ℤ) - 1)
    rw [sub_add_cancel] at h
    exact h.symm.trans ih
  exact (all j).trans (all k).symm
```

Setting φ = ψ and taking imaginary parts gives the conservation of J.

```lean
/-- The current of a stationary state is the same on all bonds. -/
theorem current_const {V : ℤ → ℝ} {E : ℝ} {ψ : ℤ → ℂ}
    (hψ : IsStationary V E ψ) (j k : ℤ) : current ψ j = current ψ k := by
  have h := congrArg Complex.im (flux_const hψ hψ j k)
  simp only [flux_self, Complex.mul_im, Complex.ofReal_re, Complex.ofReal_im,
    Complex.I_re, Complex.I_im] at h
  linarith
```

With complex V or E, the same algebra gives J(j) − J(j−1) = Im(E − V(j)) |ψ(j)|², so at real E an absorbing site with ψ(j) ≠ 0 changes the current.

## A single multiplier under translation by L

The condition ψ(j+L) = λψ(j) for all j says that the state repeats after L sites up to a factor. This is the Floquet condition, usually met when V has period L. The two theorems that take this condition as a hypothesis, here and in the next section, do not assume that V is periodic, and L may be any integer. They do not show that such a state exists.

If φ has multiplier μ and ψ has multiplier λ, translation rescales the flux form:

K(j+L) = conj(μ) λ K(j).

Since K is also constant,

(conj(μ) λ − 1) K(j) = 0,

and K vanishes unless conj(μ) λ = 1. The Lean proof establishes these two equations as `h` and `h'`, then cancels the nonzero factor.

```lean
/-- Two stationary states of the same energy with Floquet multipliers `μ` and `lam` have
zero flux form unless `conj μ * lam = 1`. -/
theorem flux_eq_zero_of_multipliers {V : ℤ → ℝ} {E : ℝ} {φ ψ : ℤ → ℂ}
    (hφ : IsStationary V E φ) (hψ : IsStationary V E ψ) {L : ℤ} {μ lam : ℂ}
    (hφL : ∀ j, φ (j + L) = μ * φ j) (hψL : ∀ j, ψ (j + L) = lam * ψ j)
    (hne : conj μ * lam ≠ 1) (j : ℤ) : flux φ ψ j = 0 := by
  -- translation by `L` rescales the form, which is also constant
  have h : flux φ ψ (j + L) = conj μ * lam * flux φ ψ j := by
    simp only [flux, add_right_comm j L 1, hφL, hψL, map_mul]
    ring
  rw [flux_const hφ hψ (j + L) j] at h
  have h' : (conj μ * lam - 1) * flux φ ψ j = 0 := by linear_combination -h
  exact (mul_eq_zero.mp h').resolve_left (sub_ne_zero.mpr hne)
```

Without a single multiplier the conclusion can fail, even for a sum of two evanescent waves; the barrier state below is an example.

## |λ| ≠ 1: growth or decay along the chain

This hypothesis makes the state evanescent: if it is nonzero, its amplitude grows in one direction and decays in the other. Because the multiplier condition holds on all of ℤ, a nonzero state of this kind is not normalisable. In a device it can describe the decaying tail of a wave in a semi-infinite lead, or one of the two terms of the wave inside a barrier.

By hand, put φ = ψ and μ = λ. Then conj(λ) λ = |λ|² ≠ 1, so K(j) = 2i J(j) = 0. In Lean, `hne` carries this out: if conj(λ) λ were 1, taking norms would give ‖λ‖² = 1, hence ‖λ‖ = 1 or −1. The hypothesis `hlam` excludes the first and non-negativity of the norm the second.

```lean
/-- Evanescent states carry no current: a stationary state that is multiplied by `lam` with
`‖lam‖ ≠ 1` under translation by `L` sites has zero current on every bond. -/
theorem current_eq_zero_of_evanescent {V : ℤ → ℝ} {E : ℝ} {ψ : ℤ → ℂ}
    (hψ : IsStationary V E ψ) {L : ℤ} {lam : ℂ}
    (hL : ∀ j, ψ (j + L) = lam * ψ j) (hlam : ‖lam‖ ≠ 1) (j : ℤ) :
    current ψ j = 0 := by
  have hne : conj lam * lam ≠ 1 := by
    intro h
    have h2 := congrArg norm h
    rw [norm_mul, RCLike.norm_conj, norm_one] at h2
    exact (mul_self_eq_one_iff.mp h2).elim hlam
      (fun h3 => by linarith [norm_nonneg lam])
  have h := congrArg Complex.im (flux_eq_zero_of_multipliers hψ hψ hL hL hne j)
  simp only [flux_self, Complex.mul_im, Complex.ofReal_re, Complex.ofReal_im,
    Complex.I_re, Complex.I_im, Complex.zero_im] at h
  linarith
```

If |λ| = 1, the factor |λ|² − 1 is zero and the argument gives no constraint; the plane wave at the end does carry current.

## Zero current means real up to a phase

Real V and E have a second consequence. A real solution f obeys

f(j+1) = (E − V(j)) f(j) − f(j−1),

and the same relation can be solved for f(j−1). Two adjacent zeros therefore spread along the whole chain, which the proof shows by carrying the pair of zeros through an integer induction.

```lean
/-- A real solution of the chain equation that vanishes on two adjacent sites vanishes
everywhere. -/
theorem eq_zero_of_adjacent_zeros {V : ℤ → ℝ} {E : ℝ} {f : ℤ → ℝ}
    (hf : ∀ j, f (j + 1) + f (j - 1) + V j * f j = E * f j) {k : ℤ}
    (h0 : f k = 0) (h1 : f (k + 1) = 0) (j : ℤ) : f j = 0 := by
  have key : ∀ m : ℤ, f (k + m) = 0 ∧ f (k + m + 1) = 0 := by
    intro m
    refine Int.induction_on m ?_ (fun n ih => ?_) (fun n ih => ?_)
    · rw [add_zero]
      exact ⟨h0, h1⟩
    · obtain ⟨a, b⟩ := ih
      have r := hf (k + n + 1)
      rw [add_sub_cancel_right, a, b] at r
      rw [← add_assoc k (n : ℤ) 1]
      exact ⟨b, by linarith⟩
    · obtain ⟨a, b⟩ := ih
      have r := hf (k + -(n : ℤ))
      rw [a, b] at r
      have e1 : k + (-(n : ℤ) - 1) + 1 = k + -(n : ℤ) := by ring
      have e2 : k + (-(n : ℤ) - 1) = k + -(n : ℤ) - 1 := by ring
      rw [e1, e2]
      exact ⟨by linarith, a⟩
  have h := (key (j - k)).1
  rwa [add_sub_cancel] at h
```

Suppose J = 0 on every bond. If ψ = 0, take phase 1 and the zero function. Otherwise choose k with ψ(k) ≠ 0 and set f(j) = Im(conj ψ(k) ψ(j)). This f solves the real equation, with f(k) = 0 and f(k+1) = J(k) = 0, so f = 0 everywhere. Hence conj ψ(k) ψ(j) is real, and

ψ(j) = c u(j), c = ψ(k)/|ψ(k)|, u(j) = conj ψ(k) ψ(j)/|ψ(k)|.

Conversely, if ψ = c u with u real, then conj ψ(j) ψ(j+1) = |c|² u(j) u(j+1) is real. In Lean, `him` is the statement f = 0, and the closing `calc` checks the factorisation.

```lean
/-- A stationary state has zero current on every bond exactly when it is a constant phase
times a real wave function. -/
theorem current_eq_zero_iff_real {V : ℤ → ℝ} {E : ℝ} {ψ : ℤ → ℂ}
    (hψ : IsStationary V E ψ) :
    (∀ j, current ψ j = 0) ↔
      ∃ c : ℂ, ‖c‖ = 1 ∧ ∃ u : ℤ → ℝ, ∀ j, ψ j = c * (u j : ℂ) := by
  constructor
  · intro hJ
    by_cases h0 : ∀ k, ψ k = 0
    · exact ⟨1, norm_one, fun _ => 0, fun j => by simp [h0 j]⟩
    obtain ⟨k, hk⟩ := not_forall.mp h0
    -- relative to the phase at site `k`, the imaginary part solves the real equation
    have him : ∀ j, (conj (ψ k) * ψ j).im = 0 := by
      refine eq_zero_of_adjacent_zeros (V := V) (E := E)
        (f := fun j => (conj (ψ k) * ψ j).im) (fun j => ?_) (k := k) ?_ (hJ k)
      · have h := congrArg (fun z => (conj (ψ k) * z).im) (hψ j)
        simp only [Complex.mul_im, Complex.mul_re, Complex.add_im, Complex.add_re,
          Complex.conj_re, Complex.conj_im, Complex.ofReal_re, Complex.ofReal_im] at h ⊢
        linear_combination h
      · simp only [Complex.mul_im, Complex.conj_re, Complex.conj_im]
        ring
    have hn : ‖ψ k‖ ≠ 0 := norm_ne_zero_iff.mpr hk
    have hN : (‖ψ k‖ : ℂ) ≠ 0 := Complex.ofReal_ne_zero.mpr hn
    have hnn : ψ k * conj (ψ k) = (‖ψ k‖ : ℂ) ^ 2 := by
      rw [Complex.mul_conj, Complex.normSq_eq_norm_sq, Complex.ofReal_pow]
    refine ⟨ψ k / (‖ψ k‖ : ℂ), ?_, fun j => (conj (ψ k) * ψ j).re / ‖ψ k‖, fun j => ?_⟩
    · rw [norm_div, Complex.norm_real, norm_norm, div_self hn]
    · show ψ j = ψ k / (‖ψ k‖ : ℂ) * (((conj (ψ k) * ψ j).re / ‖ψ k‖ : ℝ) : ℂ)
      have hre : (((conj (ψ k) * ψ j).re : ℝ) : ℂ) = conj (ψ k) * ψ j :=
        Complex.ext (Complex.ofReal_re _) ((Complex.ofReal_im _).trans (him j).symm)
      rw [Complex.ofReal_div, hre]
      calc ψ j = ψ k * conj (ψ k) * ψ j / (‖ψ k‖ : ℂ) ^ 2 := by
            rw [hnn, mul_div_cancel_left₀ _ (pow_ne_zero 2 hN)]
        _ = ψ k / (‖ψ k‖ : ℂ) * (conj (ψ k) * ψ j / (‖ψ k‖ : ℂ)) := by ring
  · rintro ⟨c, _, u, hu⟩ j
    simp only [current, hu, map_mul, Complex.conj_ofReal, Complex.mul_im, Complex.mul_re,
      Complex.conj_re, Complex.conj_im, Complex.ofReal_re, Complex.ofReal_im]
    ring
```

## Two evanescent waves without a common multiplier

Take V = 0, a real r ≠ 0 and complex amplitudes a and b:

ψ(j) = a r^j + b r^(−j).

```lean
/-- The superposition `a r^j + b r^(-j)` of two real exponentials, for `r ≠ 0`. -/
def barrierState (r : ℝ) (a b : ℂ) (j : ℤ) : ℂ := a * (r : ℂ) ^ j + b * (r : ℂ) ^ (-j)
```

Each term solves the equation at E = r + 1/r. By conservation, one bond suffices for the current:

J(0) = Im(conj(a + b)(a r + b/r)) = (1/r − r) Im(conj(a) b).

For |r| ≠ 1 both waves are evanescent, yet the current is nonzero whenever Im(conj(a) b) ≠ 0. Inside a finite barrier of constant potential V₀, at an energy with |E − V₀| > 2, the wave has this form with r + 1/r = E − V₀, so the tunnelling current comes from the cross term. The Lean proof likewise moves to bond 0 with `current_const`.

```lean
/-- In a chain without potential, `a r^j + b r^(-j)` is stationary at energy `r + 1/r` and
carries the current `(1/r - r) Im(conj a * b)`. -/
theorem barrierState_current {r : ℝ} (hr : r ≠ 0) (a b : ℂ) :
    IsStationary (fun _ => 0) (r + r⁻¹) (barrierState r a b) ∧
      ∀ j, current (barrierState r a b) j = (r⁻¹ - r) * (conj a * b).im := by
  have hc : (r : ℂ) ≠ 0 := Complex.ofReal_ne_zero.mpr hr
  have hs : IsStationary (fun _ => 0) (r + r⁻¹) (barrierState r a b) := by
    intro j
    have e1 : -(j + 1) = -j - 1 := by ring
    have e2 : -(j - 1) = -j + 1 := by ring
    simp only [barrierState, e1, e2, zpow_add_one₀ hc, zpow_sub_one₀ hc,
      Complex.ofReal_zero, Complex.ofReal_add, Complex.ofReal_inv]
    ring
  refine ⟨hs, fun j => ?_⟩
  -- the current is constant, so it is enough to evaluate it on one bond
  rw [current_const hs j 0]
  have e0 : barrierState r a b 0 = a + b := by simp [barrierState]
  have e1 : barrierState r a b (0 + 1) = a * (r : ℂ) + b * ((r⁻¹ : ℝ) : ℂ) := by
    simp [barrierState]
  simp only [current, e0, e1, map_add, Complex.mul_im, Complex.mul_re, Complex.add_im,
    Complex.add_re, Complex.conj_re, Complex.conj_im, Complex.ofReal_re, Complex.ofReal_im]
  ring
```

## A multiplier on the unit circle

For V = 0 and |z| = 1, let ψ(j) = z^j. Since 1/z = conj z,

ψ(j+1) + ψ(j−1) = (z + conj z) ψ(j) = 2 Re(z) ψ(j),

so E = 2 Re z. The multiplier per site is z, and J(0) = Im z, which is nonzero unless z = ±1. The condition |λ| ≠ 1 thus cannot simply be removed from the theorem. In the proof, `hinv` supplies 1/z = conj z, and the current is again evaluated on bond 0.

```lean
/-- In a chain without potential, the wave `z^j` with `‖z‖ = 1` is stationary at energy
`2 Re z`, has multiplier `z` per site, and carries the current `Im z`. -/
theorem propagating_current {z : ℂ} (hz : ‖z‖ = 1) :
    IsStationary (fun _ => 0) (2 * z.re) (fun j => z ^ j) ∧
      (∀ j : ℤ, z ^ (j + 1) = z * z ^ j) ∧
      ∀ j, current (fun j => z ^ j) j = z.im := by
  have h0 : z ≠ 0 := by
    intro h
    rw [h, norm_zero] at hz
    exact zero_ne_one hz
  have hinv : z⁻¹ = conj z := by
    apply inv_eq_of_mul_eq_one_right
    rw [Complex.mul_conj, Complex.normSq_eq_norm_sq, hz]
    norm_num
  have hs : IsStationary (fun _ => 0) (2 * z.re) (fun j => z ^ j) := by
    intro j
    have h := Complex.add_conj z
    simp only [zpow_add_one₀ h0, zpow_sub_one₀ h0, hinv, Complex.ofReal_zero]
    linear_combination z ^ j * h
  refine ⟨hs, fun j => ?_, fun j => ?_⟩
  · rw [zpow_add_one₀ h0, mul_comm]
  · rw [current_const hs j 0]
    simp [current]

end

end EvanescentCurrent
```

```lean
#print axioms EvanescentCurrent.current_eq_zero_of_evanescent
-- 'EvanescentCurrent.current_eq_zero_of_evanescent' depends on axioms: [propext, Classical.choice, Quot.sound]
#print axioms EvanescentCurrent.current_eq_zero_iff_real
-- 'EvanescentCurrent.current_eq_zero_iff_real' depends on axioms: [propext, Classical.choice, Quot.sound]
#print axioms EvanescentCurrent.barrierState_current
-- 'EvanescentCurrent.barrierState_current' depends on axioms: [propext, Classical.choice, Quot.sound]
#print axioms EvanescentCurrent.propagating_current
-- 'EvanescentCurrent.propagating_current' depends on axioms: [propext, Classical.choice, Quot.sound]
```
